# Folding a plasmon line with a propagator of equal broadening $h$ gives a pole at $p-2ih$

The frequency-dependent part of the screened interaction is modelled by a single plasmon line of unit strength and finite broadening $h>0$, and the propagator that multiplies it carries the same $h$. With these choices a frequency integral of the kind that enters a dynamical Bethe-Salpeter kernel has a closed form.

```lean
import Mathlib

open Complex MeasureTheory Filter Topology
open scoped Real

namespace DynamicalBSEKernel

noncomputable section

/-- A difference of two simple poles, at `p - ih` and `-p + ih`, evaluated at real frequency `w`.
For `p > 0` and `h > 0` it models the time-ordered line of one plasmon of energy `p` with broadening
`h`. -/
def plasmonLine (p h w : ℝ) : ℂ :=
  1 / ((w : ℂ) - p + h * I) - 1 / ((w : ℂ) + p - h * I)

lemma sub_ne {z : ℂ} (hz : z.im ≠ 0) (w : ℝ) : (w : ℂ) - z ≠ 0 := by
  intro h
  apply hz
  have := congrArg Complex.im h
  simpa using this

/-- For `z` off the real axis, the Lorentzian `1 / |w - z|²` is integrable over all real `w`. -/
theorem integrable_lorentzian {z : ℂ} (hz : z.im ≠ 0) :
    Integrable (fun w : ℝ => (‖(w : ℂ) - z‖ ^ 2)⁻¹) := by
  refine (integrable_inv_one_add_sq.const_mul
    (2 + (2 * z.re ^ 2 + 1) / z.im ^ 2)).mono' ?_ ?_
  · exact Continuous.aestronglyMeasurable (Continuous.inv₀ (by fun_prop)
      (fun w => pow_ne_zero 2 (norm_ne_zero_iff.mpr (sub_ne hz w))))
  · refine Eventually.of_forall fun w => ?_
    show ‖(‖(w : ℂ) - z‖ ^ 2)⁻¹‖ ≤
      (2 + (2 * z.re ^ 2 + 1) / z.im ^ 2) * (1 + w ^ 2)⁻¹
    have hN : ‖(w : ℂ) - z‖ ^ 2 = (w - z.re) ^ 2 + z.im ^ 2 := by
      rw [Complex.sq_norm, Complex.normSq_apply]
      simp only [sub_re, sub_im, ofReal_re, ofReal_im]
      ring
    have hb : 0 < z.im ^ 2 := by positivity
    have hq : 0 ≤ (2 * z.re ^ 2 + 1) / z.im ^ 2 := by positivity
    have hqb : (2 * z.re ^ 2 + 1) / z.im ^ 2 * z.im ^ 2 = 2 * z.re ^ 2 + 1 :=
      div_mul_cancel₀ _ hb.ne'
    rw [hN, Real.norm_of_nonneg (by positivity), ← div_eq_mul_inv, inv_eq_one_div,
      div_le_div_iff₀ (by positivity) (by positivity)]
    nlinarith [sq_nonneg (w - 2 * z.re), mul_nonneg hq (sq_nonneg (w - z.re))]

/-- The product of two simple poles off the real axis is integrable over all frequencies. -/
theorem integrable_pole_pair {z₁ z₂ : ℂ} (h₁ : z₁.im ≠ 0) (h₂ : z₂.im ≠ 0) :
    Integrable (fun w : ℝ => 1 / (((w : ℂ) - z₁) * ((w : ℂ) - z₂))) := by
  refine ((integrable_lorentzian h₁).add (integrable_lorentzian h₂)).mono' ?_ ?_
  · exact Continuous.aestronglyMeasurable (Continuous.div continuous_const (by fun_prop)
      (fun w => mul_ne_zero (sub_ne h₁ w) (sub_ne h₂ w)))
  · refine Eventually.of_forall fun w => ?_
    show ‖1 / (((w : ℂ) - z₁) * ((w : ℂ) - z₂))‖ ≤
      (‖(w : ℂ) - z₁‖ ^ 2)⁻¹ + (‖(w : ℂ) - z₂‖ ^ 2)⁻¹
    rw [norm_div, norm_one, norm_mul, one_div, mul_inv, ← inv_pow, ← inv_pow]
    nlinarith [sq_nonneg (‖(w : ℂ) - z₁‖⁻¹ - ‖(w : ℂ) - z₂‖⁻¹),
      sq_nonneg (‖(w : ℂ) - z₁‖⁻¹ + ‖(w : ℂ) - z₂‖⁻¹)]

lemma hasDerivAt_coe (w : ℝ) : HasDerivAt (fun t : ℝ => (t : ℂ)) 1 w := by
  simpa using (hasDerivAt_id w).ofReal_comp

lemma hasDerivAt_log_pole {a z : ℂ} {w : ℝ} (h : a * ((w : ℂ) - z) ∈ slitPlane) :
    HasDerivAt (fun t : ℝ => Complex.log (a * ((t : ℂ) - z))) (1 / ((w : ℂ) - z)) w := by
  have ha : a ≠ 0 := (mul_ne_zero_iff.mp (slitPlane_ne_zero h)).1
  refine ((((hasDerivAt_coe w).sub_const z).const_mul a).clog_real h).congr_deriv ?_
  exact mul_div_mul_left _ _ ha

lemma tendsto_log_atTop {a : ℂ} (ha : a ∈ slitPlane) (z : ℂ) :
    Tendsto (fun w : ℝ => Complex.log (a * ((w : ℂ) - z)) - ((Real.log w : ℝ) : ℂ))
      atTop (𝓝 (Complex.log a)) := by
  have h0 : Tendsto (fun w : ℝ => ((w⁻¹ : ℝ) : ℂ)) atTop (𝓝 ((0 : ℝ) : ℂ)) :=
    (Complex.continuous_ofReal.tendsto 0).comp tendsto_inv_atTop_zero
  have h : Tendsto (fun w : ℝ => a * (1 - z * ((w⁻¹ : ℝ) : ℂ))) atTop (𝓝 a) := by
    simpa using ((h0.const_mul z).const_sub 1).const_mul a
  refine (h.clog ha).congr' ?_
  filter_upwards [eventually_gt_atTop 0, h.eventually_ne (slitPlane_ne_zero ha)] with w hw hne
  have hi : (w : ℂ) * (w : ℂ)⁻¹ = 1 := mul_inv_cancel₀ (ofReal_ne_zero.mpr hw.ne')
  have e : a * ((w : ℂ) - z) = (w : ℂ) * (a * (1 - z * ((w⁻¹ : ℝ) : ℂ))) := by
    rw [ofReal_inv]
    linear_combination a * z * hi
  rw [e, Complex.log_ofReal_mul hw hne]
  ring

lemma tendsto_log_atBot {a : ℂ} (ha : -a ∈ slitPlane) (z : ℂ) :
    Tendsto (fun w : ℝ => Complex.log (a * ((w : ℂ) - z)) - ((Real.log (-w) : ℝ) : ℂ))
      atBot (𝓝 (Complex.log (-a))) := by
  refine ((tendsto_log_atTop ha (-z)).comp tendsto_neg_atBot_atTop).congr fun w => ?_
  have e : -a * (((-w : ℝ) : ℂ) - -z) = a * ((w : ℂ) - z) := by
    push_cast
    ring
  show Complex.log (-a * (((-w : ℝ) : ℂ) - -z)) - ((Real.log (-w) : ℝ) : ℂ) = _
  rw [e]

lemma integral_of_logs {a b z₁ z₂ : ℂ} (ha : a.im ≠ 0) (hb : b.im ≠ 0)
    (i₁ : z₁.im ≠ 0) (i₂ : z₂.im ≠ 0) (hne : z₁ ≠ z₂)
    (h₁ : ∀ w : ℝ, a * ((w : ℂ) - z₁) ∈ slitPlane)
    (h₂ : ∀ w : ℝ, b * ((w : ℂ) - z₂) ∈ slitPlane) :
    ∫ w : ℝ, 1 / (((w : ℂ) - z₁) * ((w : ℂ) - z₂)) =
      (Complex.log a - Complex.log b) / (z₁ - z₂)
        - (Complex.log (-a) - Complex.log (-b)) / (z₁ - z₂) := by
  have slit : ∀ c : ℂ, c.im ≠ 0 → c ∈ slitPlane := fun c hc =>
    mem_slitPlane_iff.mpr (Or.inr hc)
  -- partial fractions turn the pole pair into a difference of logarithmic derivatives
  have hd : ∀ w : ℝ, HasDerivAt (fun t : ℝ => (Complex.log (a * ((t : ℂ) - z₁))
      - Complex.log (b * ((t : ℂ) - z₂))) / (z₁ - z₂))
      (1 / (((w : ℂ) - z₁) * ((w : ℂ) - z₂))) w := by
    intro w
    refine (((hasDerivAt_log_pole (h₁ w)).fun_sub
      (hasDerivAt_log_pole (h₂ w))).div_const (z₁ - z₂)).congr_deriv ?_
    have n₁ := sub_ne i₁ w
    have n₂ := sub_ne i₂ w
    have n₃ := sub_ne_zero.mpr hne
    rw [div_sub_div _ _ n₁ n₂, div_div, div_eq_div_iff
      (mul_ne_zero (mul_ne_zero n₁ n₂) n₃) (mul_ne_zero n₁ n₂)]
    ring
  refine integral_of_hasDerivAt_of_tendsto hd (integrable_pole_pair i₁ i₂) ?_ ?_
  · simpa only [sub_sub_sub_cancel_right] using
      ((tendsto_log_atBot (slit (-a) (by simpa using ha)) z₁).sub
        (tendsto_log_atBot (slit (-b) (by simpa using hb)) z₂)).div_const (z₁ - z₂)
  · simpa only [sub_sub_sub_cancel_right] using
      ((tendsto_log_atTop (slit a ha) z₁).sub
        (tendsto_log_atTop (slit b hb) z₂)).div_const (z₁ - z₂)

lemma upper_slit {z : ℂ} (hz : 0 < z.im) (w : ℝ) : I * ((w : ℂ) - z) ∈ slitPlane :=
  mem_slitPlane_iff.mpr (Or.inl (by simpa using hz))

lemma lower_slit {z : ℂ} (hz : z.im < 0) (w : ℝ) : -I * ((w : ℂ) - z) ∈ slitPlane :=
  mem_slitPlane_iff.mpr (Or.inl (by simpa using hz))

/-- With `z₁` above and `z₂` below the real axis, the frequency integral of the pole pair is `2πi /
(z₁ - z₂)`. -/
theorem integral_opposite_sides {z₁ z₂ : ℂ} (h₁ : 0 < z₁.im) (h₂ : z₂.im < 0) :
    ∫ w : ℝ, 1 / (((w : ℂ) - z₁) * ((w : ℂ) - z₂)) = 2 * π * I / (z₁ - z₂) := by
  have hne : z₁ ≠ z₂ := by
    intro h
    rw [h] at h₁
    linarith
  rw [integral_of_logs (a := I) (b := -I) (by simp) (by simp) h₁.ne' h₂.ne hne
    (upper_slit h₁) (lower_slit h₂), neg_neg, Complex.log_I, Complex.log_neg_I]
  ring

/-- With both poles above the real axis, coincident or not, the frequency integral of the
pole pair vanishes. -/
theorem integral_both_above {z₁ z₂ : ℂ} (h₁ : 0 < z₁.im) (h₂ : 0 < z₂.im) :
    ∫ w : ℝ, 1 / (((w : ℂ) - z₁) * ((w : ℂ) - z₂)) = 0 := by
  by_cases hne : z₁ = z₂
  · subst hne
    -- a double pole has the antiderivative -1/(w - z), which vanishes at both ends
    have hd : ∀ w : ℝ, HasDerivAt (fun t : ℝ => (-1 : ℂ) / ((t : ℂ) - z₁))
        (1 / (((w : ℂ) - z₁) * ((w : ℂ) - z₁))) w := by
      intro w
      refine ((hasDerivAt_const w (-1 : ℂ)).fun_div ((hasDerivAt_coe w).sub_const z₁)
        (sub_ne h₁.ne' w)).congr_deriv ?_
      rw [sq]
      ring
    have lim : ∀ l : Filter ℝ, Tendsto (fun w : ℝ => |w - z₁.re|) l atTop →
        Tendsto (fun w : ℝ => (-1 : ℂ) / ((w : ℂ) - z₁)) l (𝓝 0) := by
      intro l hl
      have hn : Tendsto (fun w : ℝ => ‖(w : ℂ) - z₁‖) l atTop :=
        tendsto_atTop_mono (fun w => by
          simpa using Complex.abs_re_le_norm ((w : ℂ) - z₁)) hl
      rw [tendsto_zero_iff_norm_tendsto_zero]
      exact (tendsto_inv_atTop_zero.comp hn).congr fun w => by simp
    rw [integral_of_hasDerivAt_of_tendsto hd (integrable_pole_pair h₁.ne' h₁.ne')
      (lim atBot (tendsto_atBot_atTop.mpr fun b => ⟨z₁.re - b, fun w hw => by
        linarith [neg_le_abs (w - z₁.re)]⟩))
      (lim atTop (tendsto_atTop_atTop.mpr fun b => ⟨b + z₁.re, fun w hw => by
        linarith [le_abs_self (w - z₁.re)]⟩)), sub_zero]
  · rw [integral_of_logs (a := I) (b := I) (by simp) (by simp) h₁.ne' h₂.ne' hne
      (upper_slit h₁) (upper_slit h₂)]
    ring

lemma plasmonLine_div (p h w : ℝ) (y : ℂ) :
    plasmonLine p h w / (y - w) = 1 / (((w : ℂ) - y) * ((w : ℂ) - (-p + h * I)))
      - 1 / (((w : ℂ) - y) * ((w : ℂ) - (p - h * I))) := by
  have key : ∀ A B C : ℂ, (1 / A - 1 / B) / (-C) = 1 / (C * B) - 1 / (C * A) := by
    intro A B C
    rw [div_neg]
    ring
  have e₁ : (w : ℂ) - p + h * I = (w : ℂ) - (p - h * I) := by ring
  have e₂ : (w : ℂ) + p - h * I = (w : ℂ) - (-p + h * I) := by ring
  have e₃ : y - (w : ℂ) = -((w : ℂ) - y) := by ring
  rw [plasmonLine, e₁, e₂, e₃]
  exact key _ _ _

/-- For `h > 0` and complex `y` above the real axis, `i/(2π)` times the frequency integral of the
plasmon line over `y - w` is `1 / (y - p + ih)`. -/
theorem plasmon_fold {p h : ℝ} {y : ℂ} (hh : 0 < h) (hy : 0 < y.im) :
    I / (2 * π) * ∫ w : ℝ, plasmonLine p h w / (y - w) = 1 / (y - p + h * I) := by
  have hu : 0 < (-(p : ℂ) + h * I).im := by simpa using hh
  have hl : ((p : ℂ) - h * I).im < 0 := by simpa using hh
  have hpi : (2 * π : ℂ) ≠ 0 := mul_ne_zero two_ne_zero (ofReal_ne_zero.mpr Real.pi_ne_zero)
  -- only the pole pair on opposite sides of the axis survives
  simp only [plasmonLine_div]
  rw [integral_sub (integrable_pole_pair hy.ne' hu.ne') (integrable_pole_pair hy.ne' hl.ne),
    integral_both_above hy hu, integral_opposite_sides hy hl, zero_sub, mul_neg,
    div_mul_div_comm,
    show I * (2 * π * I) = (2 * π : ℂ) * (-1) by linear_combination (2 * π : ℂ) * I_mul_I,
    mul_div_mul_left _ _ hpi, neg_div, neg_neg,
    show y - ((p : ℂ) - h * I) = y - p + h * I by ring]

/-- For real `x` and the same broadening `h > 0` in the propagator and in the plasmon line, `i/(2π)`
times the frequency integral of their product is `1 / (x - p + 2ih)`. -/
theorem strinati_shifted_pole (x p : ℝ) {h : ℝ} (hh : 0 < h) :
    I / (2 * π) * ∫ w : ℝ, plasmonLine p h w / ((x : ℂ) - w + h * I)
      = 1 / ((x : ℂ) - p + 2 * h * I) := by
  have e : ∀ w : ℝ, (x : ℂ) - w + h * I = ((x : ℂ) + h * I) - w := fun w => by ring
  have hy : 0 < ((x : ℂ) + h * I).im := by simpa using hh
  have hfold := plasmon_fold (p := p) hh hy
  simp only [← e] at hfold
  rw [hfold]
  congr 1
  ring

end

end DynamicalBSEKernel
```

```lean
#print axioms DynamicalBSEKernel.strinati_shifted_pole
```

```
'DynamicalBSEKernel.strinati_shifted_pole' depends on axioms: [propext, Classical.choice, Quot.sound]
```

## The integral and its physical setting

The definition `plasmonLine p h w` is

$$W(w)=\frac{1}{w-p+ih}-\frac{1}{w+p-ih},$$

where $w$ is the real frequency and $p$ the plasmon energy, in units with $\hbar=1$. Its poles are $p-ih$, below the real axis, and $-p+ih$, above it. For $p>0$ this is the time-ordered arrangement; the theorems hold for every real $p$.

The last theorem, `strinati_shifted_pole`, says that for real $x$, $p$ and $h>0$

$$\frac{i}{2\pi}\int_{-\infty}^{\infty}\frac{W(w)}{x-w+ih}\,dw=\frac{1}{x-p+2ih}.$$

In an exciton problem, $x$ stands for the excitation energy minus the energy of a free electron-hole pair. The resonance at $x=p$ then corresponds to a pair accompanied by one plasmon. The two broadenings add, which is where the $2h$ comes from. Continued to complex $x$, the right-hand side has its pole at $x=p-2ih$; the theorem itself concerns real $x$. For a one-mode plasmon-pole model, this integral turns frequency-dependent screening into an energy-dependent electron-hole kernel.

The more general `plasmon_fold` replaces $x+ih$ by any complex energy $y$ with $\operatorname{Im}y>0$ and gives $1/(y-p+ih)$.

What is proved is this scalar integral, not the full dynamical Bethe-Salpeter kernel of Strinati, after whom the theorem is named: there are no orbital matrix elements, no sum over modes and no second propagator term, and the Bethe-Salpeter equation itself is not derived. The bare Coulomb part is also absent; being constant in frequency, it would leave an integrand that is not absolutely integrable. The broadening stays finite throughout, and no limit $h\to0^+$ is taken.

## Two poles on the frequency axis

Everything rests on the integral

$$J(z_1,z_2)=\int_{-\infty}^{\infty}\frac{dw}{(w-z_1)(w-z_2)}$$

for complex $z_1,z_2$ off the real axis. It is an ordinary Lebesgue integral over `ℝ`, so convergence comes first. Write $z=a_0+ib_0$ with $b_0\neq0$. Since $w^2\le2(w-a_0)^2+2a_0^2$,

$$\frac{1}{|w-z|^2}\le\left(2+\frac{2a_0^2+1}{b_0^2}\right)\frac{1}{1+w^2}.$$

This is `integrable_lorentzian`. The inequality $|AB|\le|A|^2+|B|^2$, applied to $A=1/(w-z_1)$ and $B=1/(w-z_2)$, then gives `integrable_pole_pair`. In both proofs `nlinarith` closes the inequality from suitable squares.

For $z_1\neq z_2$, partial fractions give

$$\frac{1}{(w-z_1)(w-z_2)}=\frac{1}{z_1-z_2}\left(\frac{1}{w-z_1}-\frac{1}{w-z_2}\right),$$

so an antiderivative is

$$F(w)=\frac{\log(a(w-z_1))-\log(b(w-z_2))}{z_1-z_2}$$

with non-real constants $a,b$ that keep both arguments off the branch cut. In Lean this condition is membership of the set `slitPlane`, the complex plane without the non-positive real axis. For a pole above the axis the constant is $i$, because $\operatorname{Re}[i(w-z)]=\operatorname{Im}z>0$; for a pole below it is $-i$. These are `upper_slit` and `lower_slit`, and `hasDerivAt_log_pole` differentiates each logarithm.

Each logarithm diverges at large $|w|$, but the divergence is the same $\log|w|$ in both. Writing $a(w-z)=w\,a(1-z/w)$ shows that

$$\log(a(w-z))-\log|w|\to\begin{cases}\log a,&w\to+\infty,\\ \log(-a),&w\to-\infty.\end{cases}$$

The lemma `tendsto_log_atTop` proves the first limit, and `tendsto_log_atBot` obtains the second by reflecting $w$. In `integral_of_logs` the common $\log|w|$ cancels, and the fundamental theorem of calculus on the whole line evaluates $J$ as $F(+\infty)-F(-\infty)$.

**Opposite sides.** If $\operatorname{Im}z_1>0>\operatorname{Im}z_2$, take $a=i$ and $b=-i$. With $\log(\pm i)=\pm i\pi/2$, the numerator of $F$ runs from $-i\pi$ to $i\pi$, so

$$J(z_1,z_2)=\frac{2\pi i}{z_1-z_2}.$$

This is `integral_opposite_sides`.

**Both above.** Take $a=b=i$. The numerator tends to $0$ at both ends, so $J=0$. If the poles coincide, the antiderivative is $-1/(w-z_1)$, which also vanishes at both ends. The theorem `integral_both_above` covers both cases.

## From pole pairs to the shifted pole

Since $y-w=-(w-y)$, the integrand splits into two pole pairs, as `plasmonLine_div` states:

$$\frac{W(w)}{y-w}=\frac{1}{(w-y)(w-(-p+ih))}-\frac{1}{(w-y)(w-(p-ih))}.$$

For $\operatorname{Im}y>0$ the first pair has both poles above the axis and integrates to $0$. The second has $y$ above and $p-ih$ below. Hence

$$\frac{i}{2\pi}\int_{-\infty}^{\infty}\frac{W(w)}{y-w}\,dw=\frac{i}{2\pi}\left(-\frac{2\pi i}{y-p+ih}\right)=\frac{1}{y-p+ih}.$$

The proof of `plasmon_fold` follows these lines, using integrability to separate the two integrals. Setting $y=x+ih$ gives the shifted pole. The coincident case is needed here: at $x=-p$ the energy $y$ equals $-p+ih$, and the first pair becomes a double pole.

The same argument handles an energy $y$ below the real axis, a case not proved in the Lean code. The second pair then integrates to zero and the first survives, giving $1/(y+p-ih)$, so the fold picks out the other plasmon pole.
